# Fixed-order Gibbs mean sweeps over all sites converge to zero for symmetric positive definite A

Updating one coordinate at a time can lower the energy at every step and still run off to infinity. Take A with rows (1, 2) and (2, 1), and replace each coordinate in turn by −2 times the other. From (0, 1) the first sweep gives (−2, 4), the second (−8, 16), and the energy xᵀAx falls from 1 to −12 to −192. This A is symmetric with positive diagonal, but it is not positive definite. Positive definiteness rules out such runaways.

## The energy drop and the contraction by hand

Consider finitely many real coordinates with Gaussian weight exp(−xᵀAx/2), where A is symmetric and E(x) = xᵀAx > 0 for x ≠ 0. Given the other coordinates, x_i has mean

m_i = −(1/A_ii) Σ_{j≠i} A_ij x_j.

Let e_i be the i-th unit vector; then A_ii = E(e_i) > 0. Write r = (Ax)_i = A_ii x_i + Σ_{j≠i} A_ij x_j. Then m_i = x_i − r/A_ii, so the update is x → x − t e_i with t = r/A_ii. By symmetry,

E(x − t e_i) = E(x) − 2tr + t²A_ii = E(x) − r²/A_ii.

Let S be one sweep in a fixed order that visits every site. Each step lowers E or leaves it unchanged, so E(Sx) ≤ E(x). If equality holds, the first residual r is zero and the first step changes nothing; the same argument then applies to each later step. Hence Ax = 0, E(x) = 0 and x = 0.

So D(x) = E(x) − E(Sx) is positive for x ≠ 0. Both D and E are continuous and scale quadratically. On the compact unit sphere E/D is bounded, which gives c > 0 with cE ≤ D everywhere. With q = max(1 − c, 0) < 1,

E(Sx) ≤ qE(x), and hence E(Sᵏx) ≤ qᵏE(x).

The same comparison gives c′ > 0 with c′‖x‖² ≤ E(x), so ‖Sᵏx‖² ≤ qᵏE(x)/c′ → 0.

For A with rows (2, 1) and (1, 2), start at (1, 1), where E = 6. The first residual is 3, so the step to (−1/2, 1) lowers E by 9/2 to 3/2. The second residual is 3/2, so the step to (−1/2, 1/4) lowers E by 9/8 to 3/8. Every later sweep multiplies the vector by 1/4.

## Energy and the compactness comparison

The finite type `n` labels the sites, and a configuration is a function `n → ℝ`.

In Lean 4 with Mathlib:

```lean
import Mathlib

open Matrix Filter Topology

namespace GibbsGaussSeidel

noncomputable section

variable {n : Type*} [Fintype n]
```

The energy carries no factor 1/2.

```lean
/-- The quadratic energy `xᵀ A x` of a configuration `x`. -/
def energy (A : Matrix n n ℝ) (x : n → ℝ) : ℝ := x ⬝ᵥ A *ᵥ x
```

The next lemma is the comparison on the unit sphere. Its proof bounds `g x / f x` there and extends the bound by scaling. The norm is the largest |x_i|.

```lean
/-- If `f` and `g` are continuous and scale quadratically, and `f` is positive away from zero,
then `f` dominates a positive multiple of `g`. -/
theorem exists_pos_mul_le {f g : (n → ℝ) → ℝ} (hf : Continuous f) (hg : Continuous g)
    (hf2 : ∀ (c : ℝ) x, f (c • x) = c ^ 2 * f x) (hg2 : ∀ (c : ℝ) x, g (c • x) = c ^ 2 * g x)
    (hpos : ∀ x, x ≠ 0 → 0 < f x) : ∃ c : ℝ, 0 < c ∧ ∀ x, c * g x ≤ f x := by
  have hne : ∀ x ∈ Metric.sphere (0 : n → ℝ) 1, f x ≠ 0 := by
    intro x hx
    refine (hpos x ?_).ne'
    rintro rfl
    simp at hx
  -- the ratio g / f is bounded on the compact unit sphere
  obtain ⟨C, hC⟩ := (isCompact_sphere (0 : n → ℝ) 1).exists_bound_of_continuousOn
    (f := fun x => g x / f x) (hg.continuousOn.div hf.continuousOn hne)
  refine ⟨(|C| + 1)⁻¹, by positivity, fun x => ?_⟩
  by_cases hx : x = 0
  · have h1 := hf2 0 0
    have h2 := hg2 0 0
    simp at h1 h2
    simp [hx, h1, h2]
  · have hn : ‖x‖ ≠ 0 := norm_ne_zero_iff.2 hx
    obtain ⟨u, hu, hxu⟩ : ∃ u : n → ℝ, ‖u‖ = 1 ∧ x = ‖x‖ • u :=
      ⟨‖x‖⁻¹ • x, by rw [norm_smul, norm_inv, norm_norm, inv_mul_cancel₀ hn],
        by rw [smul_smul, mul_inv_cancel₀ hn, one_smul]⟩
    have hu0 : u ≠ 0 := by
      rintro rfl
      simp at hu
    have h1 : g u / f u ≤ |C| + 1 := by
      have h := hC u (by simpa using hu)
      rw [Real.norm_eq_abs] at h
      linarith [le_abs_self (g u / f u), le_abs_self C]
    have h2 := (div_le_iff₀ (hpos u hu0)).1 h1
    have hgx : g x = ‖x‖ ^ 2 * g u := by rw [← hg2, ← hxu]
    have hfx : f x = ‖x‖ ^ 2 * f u := by rw [← hf2, ← hxu]
    rw [inv_mul_le_iff₀ (by positivity), hgx, hfx]
    linarith [mul_le_mul_of_nonneg_left h2 (sq_nonneg ‖x‖)]
```

## Conditional means, sweeps and noise

`condMean` is m_i, and `gibbsStep` writes it into coordinate `i`.

```lean
variable [DecidableEq n]

/-- The conditional mean of coordinate `i` given all the others. -/
def condMean (A : Matrix n n ℝ) (i : n) (x : n → ℝ) : ℝ :=
  -(1 / A i i) * ∑ j ∈ Finset.univ.erase i, A i j * x j

/-- Replace coordinate `i` by its conditional mean. -/
def gibbsStep (A : Matrix n n ℝ) (i : n) (x : n → ℝ) : n → ℝ :=
  Function.update x i (condMean A i x)
```

The list `l` fixes the order of a sweep; sites may repeat.

```lean
/-- Update the sites of a list one after the other. -/
def sweep (A : Matrix n n ℝ) : List n → (n → ℝ) → (n → ℝ)
  | [], x => x
  | i :: l, x => sweep A l (gibbsStep A i x)
```

The noisy version adds `ξ i` to the mean. Independent Gaussian noise of mean zero and variance 1/A_ii, with each site listed once, would make this the Gibbs sampler for the weight above; here the noise is an arbitrary sequence of numbers.

```lean
/-- A sweep in which site `i` receives its conditional mean plus the noise `ξ i`. -/
def noisySweep (A : Matrix n n ℝ) (ξ : n → ℝ) : List n → (n → ℝ) → (n → ℝ)
  | [], x => x
  | i :: l, x => noisySweep A ξ l (Function.update x i (condMean A i x + ξ i))

/-- The configuration after `k` noisy sweeps; sweep number `j`, counted from zero, uses the noise `ξ
j`. -/
def gibbsChain (A : Matrix n n ℝ) (l : List n) (ξ : ℕ → n → ℝ) (x : n → ℝ) : ℕ → (n → ℝ)
  | 0 => x
  | k + 1 => noisySweep A (ξ k) l (gibbsChain A l ξ x k)
```

## The exact energy change in one step

The first theorem splits (Ax)_i into its diagonal term and the rest, then checks coordinate `i` and the others separately.

```lean
variable {A : Matrix n n ℝ}

/-- If `A_ii ≠ 0`, a Gibbs step at `i` subtracts `(Ax)_i / A_ii` from coordinate `i`. -/
theorem gibbsStep_eq {i : n} (hi : A i i ≠ 0) (x : n → ℝ) :
    gibbsStep A i x = x - ((A *ᵥ x) i / A i i) • (Pi.single i (1 : ℝ) : n → ℝ) := by
  have h : (A *ᵥ x) i = A i i * x i + ∑ j ∈ Finset.univ.erase i, A i j * x j :=
    (Finset.add_sum_erase Finset.univ (fun j => A i j * x j) (Finset.mem_univ i)).symm
  funext j
  rcases eq_or_ne j i with rfl | hj
  · simp only [gibbsStep, condMean, Function.update_self, Pi.sub_apply, Pi.smul_apply,
      Pi.single_eq_same, smul_eq_mul, h]
    field_simp
    ring
  · simp [gibbsStep, hj]
```

The second expands the quadratic form. The identity needs only symmetry and A_ii ≠ 0; when A_ii > 0 it shows that the energy does not rise.

```lean
/-- For symmetric `A` with `A_ii ≠ 0`, a Gibbs step at `i` changes the energy by exactly `-(Ax)_i² /
A_ii`. -/
theorem energy_gibbsStep (hA : A.IsSymm) {i : n} (hi : A i i ≠ 0) (x : n → ℝ) :
    energy A (gibbsStep A i x) = energy A x - (A *ᵥ x) i ^ 2 / A i i := by
  have h1 : x ⬝ᵥ A *ᵥ (Pi.single i (1 : ℝ) : n → ℝ) = (A *ᵥ x) i := by
    rw [Matrix.dotProduct_mulVec, ← Matrix.mulVec_transpose, hA.eq]
    simp
  have h2 : (Pi.single i (1 : ℝ) : n → ℝ) ⬝ᵥ A *ᵥ x = (A *ᵥ x) i := by simp
  have h3 : (Pi.single i (1 : ℝ) : n → ℝ) ⬝ᵥ A *ᵥ (Pi.single i (1 : ℝ) : n → ℝ) = A i i := by
    simp
  rw [gibbsStep_eq hi]
  simp only [energy, Matrix.mulVec_sub, Matrix.mulVec_smul, sub_dotProduct, dotProduct_sub,
    smul_dotProduct, dotProduct_smul, smul_eq_mul, h1, h2, h3]
  field_simp
  ring
```

## From one step to a full sweep

Induction on the list adds up the drops.

```lean
/-- A sweep never raises the energy when `A` is symmetric with positive diagonal. -/
theorem energy_sweep_le (hA : A.IsSymm) (hd : ∀ i, 0 < A i i) (l : List n) (x : n → ℝ) :
    energy A (sweep A l x) ≤ energy A x := by
  induction l generalizing x with
  | nil => exact le_refl _
  | cons i l ih =>
    have h := ih (gibbsStep A i x)
    rw [energy_gibbsStep hA (hd i).ne'] at h
    have h' := div_nonneg (sq_nonneg ((A *ᵥ x) i)) (hd i).le
    simp only [sweep]
    linarith
```

In the equality case, a zero residual leaves `x` fixed, so the induction continues with the same `x`.

```lean
/-- Let `A` be symmetric with positive diagonal. If a sweep does not lower the energy, it leaves the
configuration unchanged and `(Ax)_i = 0` at every visited site. -/
theorem sweep_stationary (hA : A.IsSymm) (hd : ∀ i, 0 < A i i) (l : List n) (x : n → ℝ)
    (h : energy A x ≤ energy A (sweep A l x)) :
    sweep A l x = x ∧ ∀ i ∈ l, (A *ᵥ x) i = 0 := by
  induction l with
  | nil => exact ⟨rfl, by simp⟩
  | cons i l ih =>
    have h1 := energy_sweep_le hA hd l (gibbsStep A i x)
    rw [energy_gibbsStep hA (hd i).ne'] at h1
    simp only [sweep] at h ⊢
    have h2 : (A *ᵥ x) i ^ 2 / A i i ≤ 0 := by linarith
    have h3 : (A *ᵥ x) i = 0 := by
      have h4 := (div_le_iff₀ (hd i)).1 h2
      rw [zero_mul] at h4
      exact (pow_eq_zero_iff two_ne_zero).1 (le_antisymm h4 (sq_nonneg _))
    have h5 : gibbsStep A i x = x := by
      rw [gibbsStep_eq (hd i).ne']
      simp [h3]
    rw [h5] at h ⊢
    exact ⟨(ih h).1, List.forall_mem_cons.2 ⟨h3, (ih h).2⟩⟩
```

Here `hpos` is positive definiteness and `hl` says that every site is visited. The proof shows that the sweep is continuous and commutes with scaling, then applies the comparison to D and E. The factor q exists but is not computed.

```lean
/-- For symmetric positive definite `A`, a sweep that visits every site multiplies the energy by at
most a factor `q < 1` that does not depend on the configuration. -/
theorem sweep_contraction (hA : A.IsSymm) (hpos : ∀ x, x ≠ 0 → 0 < energy A x)
    {l : List n} (hl : ∀ i, i ∈ l) :
    ∃ q : ℝ, 0 ≤ q ∧ q < 1 ∧ ∀ x, energy A (sweep A l x) ≤ q * energy A x := by
  have hd : ∀ i, 0 < A i i := fun i => by
    simpa [energy] using hpos (Pi.single i 1) (by simp)
  have hE : Continuous (energy A) := by
    unfold energy
    simp only [dotProduct, Matrix.mulVec]
    fun_prop
  have hE2 : ∀ (c : ℝ) x, energy A (c • x) = c ^ 2 * energy A x := fun c x => by
    simp only [energy, Matrix.mulVec_smul, smul_dotProduct, dotProduct_smul, smul_eq_mul]
    ring
  have hS : Continuous (sweep A l) := by
    clear hl
    induction l with
    | nil => exact continuous_id
    | cons i l ih =>
      exact ih.comp (continuous_id.update i (by unfold condMean; fun_prop))
  have hS2 : ∀ (c : ℝ) x, sweep A l (c • x) = c • sweep A l x := by
    clear hl hS
    intro c
    induction l with
    | nil => exact fun _ => rfl
    | cons i l ih =>
      intro x
      have h : gibbsStep A i (c • x) = c • gibbsStep A i x := by
        rw [gibbsStep_eq (hd i).ne', gibbsStep_eq (hd i).ne', Matrix.mulVec_smul, smul_sub,
          smul_smul, Pi.smul_apply, smul_eq_mul, mul_div_assoc]
      simp only [sweep, h, ih]
  -- compare the energy lost in a sweep with the energy itself
  obtain ⟨c, hc, h⟩ := exists_pos_mul_le (f := fun x => energy A x - energy A (sweep A l x))
    (hE.sub (hE.comp hS)) hE (fun c x => by simp only [hS2, hE2]; ring) hE2 (fun x hx => by
      by_contra hcon
      have h0 := (sweep_stationary hA hd l x (by linarith)).2
      have h1 : A *ᵥ x = 0 := funext fun i => h0 i (hl i)
      have h2 := hpos x hx
      simp [energy, h1] at h2)
  refine ⟨max (1 - c) 0, le_max_right _ _, max_lt (by linarith) one_pos, fun x => ?_⟩
  have hx : 0 ≤ energy A x := by
    by_cases h0 : x = 0
    · simp [h0, energy]
    · exact (hpos x h0).le
  have h1 := h x
  have h2 := mul_le_mul_of_nonneg_right (le_max_left (1 - c) 0) hx

  linarith
```

## Convergence, its converse, and coupled chains

Iterating the contraction and bounding the squared norm by the energy gives convergence.

```lean
/-- For symmetric positive definite `A`, repeated sweeps over all sites in a fixed order converge
to zero from every start. -/
theorem sweep_converges (hA : A.IsSymm) (hpos : ∀ x, x ≠ 0 → 0 < energy A x)
    {l : List n} (hl : ∀ i, i ∈ l) (x : n → ℝ) :
    Tendsto (fun k => (sweep A l)^[k] x) atTop (𝓝 0) := by
  obtain ⟨q, hq0, hq1, hq⟩ := sweep_contraction hA hpos hl
  have hk : ∀ k, energy A ((sweep A l)^[k] x) ≤ q ^ k * energy A x := by
    intro k
    induction k with
    | zero => simp
    | succ k ih =>
      rw [Function.iterate_succ_apply', pow_succ']
      linarith [hq ((sweep A l)^[k] x), mul_le_mul_of_nonneg_left ih hq0]
  -- the energy controls the squared norm
  obtain ⟨c, hc, h⟩ := exists_pos_mul_le (f := energy A) (g := fun x => ‖x‖ ^ 2)
    (by unfold energy; simp only [dotProduct, Matrix.mulVec]; fun_prop) (by fun_prop)
    (fun c x => by
      simp only [energy, Matrix.mulVec_smul, smul_dotProduct, dotProduct_smul, smul_eq_mul]
      ring)
    (fun c x => by rw [norm_smul, mul_pow, Real.norm_eq_abs, sq_abs]) hpos
  have hlim : Tendsto (fun k : ℕ => q ^ k * (energy A x / c)) atTop (𝓝 0) := by
    simpa using (tendsto_pow_atTop_nhds_zero_of_lt_one hq0 hq1).mul_const (energy A x / c)
  have hsq : Tendsto (fun k => ‖(sweep A l)^[k] x‖ ^ 2) atTop (𝓝 0) := by
    refine squeeze_zero (fun k => sq_nonneg _) (fun k => ?_) hlim
    rw [← mul_div_assoc, le_div_iff₀ hc]
    linarith [h ((sweep A l)^[k] x), hk k]
  rw [tendsto_zero_iff_norm_tendsto_zero]
  simpa [Real.sqrt_sq_eq_abs] using hsq.sqrt
```

Conversely, suppose A is symmetric with positive diagonal and, for one fixed order, the repeated sweeps converge to zero from every start. The energy decreases to E(0) = 0, so it is never negative. A nonzero x with E(x) = 0 would be a fixed point, which contradicts convergence.

```lean
/-- Conversely, if `A` is symmetric with positive diagonal and the sweeps converge to zero from
every start, then `A` is positive definite. -/
theorem energy_pos_of_converges (hA : A.IsSymm) (hd : ∀ i, 0 < A i i) (l : List n)
    (hconv : ∀ x, Tendsto (fun k => (sweep A l)^[k] x) atTop (𝓝 0)) (x : n → ℝ) (hx : x ≠ 0) :
    0 < energy A x := by
  have hE : Continuous (energy A) := by
    unfold energy
    simp only [dotProduct, Matrix.mulVec]
    fun_prop
  -- the energy decreases to its limit zero, so it is nowhere negative
  have hnn : ∀ y, 0 ≤ energy A y := by
    intro y
    have h0 : energy A 0 = 0 := by simp [energy]
    have hlim := (hE.tendsto 0).comp (hconv y)
    rw [h0] at hlim
    refine le_of_tendsto' hlim (fun k => ?_)
    simp only [Function.comp_apply]
    induction k with
    | zero => simp
    | succ k ih =>
      rw [Function.iterate_succ_apply']
      exact (energy_sweep_le hA hd l _).trans ih
  by_contra hcon
  -- a nonzero configuration of zero energy would be a fixed point
  have hfix := (sweep_stationary hA hd l x (by linarith [hnn (sweep A l x)])).1
  have hlim := hconv x
  simp only [Function.iterate_fixed hfix] at hlim
  exact hx (tendsto_nhds_unique tendsto_const_nhds hlim)
```

For two chains with common noise, the noise cancels in the difference, which evolves by the noiseless sweep. In simulations of finite Gaussian models, such as classical harmonic lattices with a positive definite coupling matrix, chains coupled this way therefore forget their starting configurations. The theorem concerns this pathwise difference, not convergence of probability distributions. The difference tends to zero; it need not vanish after finitely many sweeps.

```lean
/-- For symmetric positive definite `A` and sweeps that visit every site, two Gibbs chains driven by
the same noise approach each other from any two starts, whatever the noise sequence. -/
theorem coupled_chains_coalesce (hA : A.IsSymm) (hpos : ∀ x, x ≠ 0 → 0 < energy A x)
    {l : List n} (hl : ∀ i, i ∈ l) (ξ : ℕ → n → ℝ) (x y : n → ℝ) :
    Tendsto (fun k => gibbsChain A l ξ x k - gibbsChain A l ξ y k) atTop (𝓝 0) := by
  -- the common noise cancels in the difference
  have hdiff : ∀ (η : n → ℝ) (m : List n) (u v : n → ℝ),
      noisySweep A η m u - noisySweep A η m v = sweep A m (u - v) := by
    intro η m
    induction m with
    | nil => exact fun _ _ => rfl
    | cons i m ih =>
      intro u v
      simp only [noisySweep, sweep, ih]
      congr 1
      funext j
      rcases eq_or_ne j i with rfl | hj
      · simp only [gibbsStep, condMean, Pi.sub_apply, Function.update_self, mul_sub,
          Finset.sum_sub_distrib]
        ring
      · simp [gibbsStep, hj]
  have hk : ∀ k, gibbsChain A l ξ x k - gibbsChain A l ξ y k = (sweep A l)^[k] (x - y) := by
    intro k
    induction k with
    | zero => rfl
    | succ k ih => rw [Function.iterate_succ_apply', ← ih, ← hdiff (ξ k)]; rfl
  simpa only [hk] using sweep_converges hA hpos hl (x - y)

end

end GibbsGaussSeidel
```

```lean
#print axioms GibbsGaussSeidel.sweep_converges
#print axioms GibbsGaussSeidel.energy_pos_of_converges
#print axioms GibbsGaussSeidel.coupled_chains_coalesce
```

```
'GibbsGaussSeidel.sweep_converges' depends on axioms: [propext, Classical.choice, Quot.sound]
'GibbsGaussSeidel.energy_pos_of_converges' depends on axioms: [propext, Classical.choice, Quot.sound]
'GibbsGaussSeidel.coupled_chains_coalesce' depends on axioms: [propext, Classical.choice, Quot.sound]
```
